# In the symmetric two-band model with linear coupling, the decay rate vanishes at the band edges and dE/dκ diverges at midgap

## A flat maximum with an infinite slope?

An electron enters a gapped layer at an energy inside the gap, and its wave function dies off as $e^{-\kappa x}$. I describe the layer by two bands with half-gap $D$ and a coupling $vk$ linear in the wavenumber. When I plot $\kappa$ against the energy $E$, I get a rounded arch: zero at both band edges, highest in the middle. But when I follow the upper half of the gap as a function $E(\kappa)$ and differentiate it, the slope blows up at the largest $\kappa$, exactly where the arch looks most harmless. Have I made an error, or are both pictures right?

## One half-ellipse, read along two axes

Both are right. The arch is half of an ellipse. Its top is flat when $\kappa$ is read as a function of $E$, and therefore vertical when $E$ is read as a function of $\kappa$.

Take $D>0$ and $v>0$, in units with $\hbar=1$. The Hamiltonian is

$$H(k)=\begin{pmatrix} D & vk\\ vk & -D\end{pmatrix}.$$

A decaying wave $e^{ikx}=e^{-\kappa x}$ has $k=i\kappa$. With $(iv\kappa)^2=-v^2\kappa^2$, the determinant is

$$\det(H(i\kappa)-E)=(D-E)(-D-E)+v^2\kappa^2=E^2+v^2\kappa^2-D^2 .$$

The allowed pairs $(E,\kappa)$ thus satisfy $E^2+v^2\kappa^2=D^2$. For $-D\le E\le D$ there is exactly one solution with $\kappa\ge 0$, and for $v^2\kappa^2\le D^2$ exactly one with $E\ge 0$:

$$\kappa(E)=\frac{\sqrt{D^2-E^2}}{v},\qquad E(\kappa)=\sqrt{D^2-v^2\kappa^2}.$$

Since both solve the same equation, $E(\kappa(E))=E$ for $0\le E\le D$.

**The arch.** Clearly $\kappa(\pm D)=0$. For two energies $a<b$ in the gap, compare what stands under the roots:

$$(D^2-b^2)-(D^2-a^2)=a^2-b^2=-(b-a)(a+b).$$

On $[-D,0]$ we have $a+b<0$, so the difference is positive and $\kappa(a)<\kappa(b)$. On $[0,D]$ we have $a+b>0$, and the inequality reverses. The root is strictly increasing on non-negative numbers, and division by $v>0$ keeps the order. So $\kappa(0)=D/v$ is the strict maximum over the gap.

**The slope.** Where $v^2\kappa^2<D^2$, the chain rule gives

$$\frac{dE}{d\kappa}=\frac{-2v^2\kappa}{2\sqrt{D^2-v^2\kappa^2}}=-\frac{v^2\kappa}{E(\kappa)}.$$

As $\kappa$ approaches $D/v$ from below, the numerator tends to $-vD<0$, while $E(\kappa)$ tends to zero through positive values. The quotient tends to $-\infty$.

In complex-band calculations for tunnelling, this means that evanescent states decay fastest at midgap in this non-interacting, one-dimensional two-band model. It also means that a scan in equal steps of $\kappa$ resolves the energies near midgap poorly here, whereas equal steps of $E$ resolve them evenly. Near the band edges the roles are swapped: there $\kappa(E)$ is the steep function, and equal steps of $E$ resolve $\kappa$ poorly.

## What the Lean statements say

`hamiltonian D v k` is the complex $2\times2$ matrix above, with real `D` and `v` and a complex wavenumber `k`. `decayRate` and `upperBranch` are the two explicit formulas, as functions of real arguments. They are tied to the matrix by `secular_iff_decayRate` and `secular_iff_upperBranch`, which say that each formula is the unique non-negative solution of the secular equation in its range.

The central theorem is `complex_band_loop`. Its hypotheses `hD` and `hv` say that the gap is open and that the bands are coupled with a positive velocity parameter; both are inputs of the model. Its conclusion has five parts:

- `decayRate D v (-D) = 0` and `decayRate D v D = 0` are the zeros at the band edges.
- `StrictMonoOn` on `Icc (-D) 0` and `StrictAntiOn` on `Icc 0 D` are the strict rise and fall on closed intervals, edges and midgap included.
- The `Tendsto` statement says that the derivative goes to `atBot`, that is, to minus infinity, along `𝓝[<] (D / v)`, the approach to $D/v$ from below.

`decayRate_midgap` adds the strict maximum $D/v$ at $E=0$.

The model has equal and opposite band-edge energies, constant parameters and no terms quadratic in $k$. The theorems describe the decaying solutions of a uniform layer; they neither match them to leads nor compute a transmission.

```lean
import Mathlib

open Filter Topology Set

namespace TwoBandGap

noncomputable section

/-- The two-band Hamiltonian with half-gap `D` and velocity `v`, at complex wavenumber `k`. -/
def hamiltonian (D v : ℝ) (k : ℂ) : Matrix (Fin 2) (Fin 2) ℂ :=
  !![(D : ℂ), v * k; v * k, -(D : ℂ)]

/-- The decay rate `κ(E) = √(D² - E²) / v` at energy `E`, meant for `v > 0` and
`-D ≤ E ≤ D`. -/
def decayRate (D v E : ℝ) : ℝ := Real.sqrt (D ^ 2 - E ^ 2) / v

/-- The upper branch `E(κ) = √(D² - v²κ²)` of the complex band, meant for `v²κ² ≤ D²`. -/
def upperBranch (D v κ : ℝ) : ℝ := Real.sqrt (D ^ 2 - v ^ 2 * κ ^ 2)

/-- At imaginary wavenumber `iκ`, the real energy `E` solves the secular equation of the
two-band Hamiltonian exactly when `E² + v²κ² = D²`. -/
theorem secular_iff (D v κ E : ℝ) :
    (hamiltonian D v (κ * Complex.I) - (E : ℂ) • 1).det = 0 ↔
      E ^ 2 + v ^ 2 * κ ^ 2 = D ^ 2 := by
  have h : (hamiltonian D v (κ * Complex.I) - (E : ℂ) • 1).det
      = ((E ^ 2 + v ^ 2 * κ ^ 2 - D ^ 2 : ℝ) : ℂ) := by
    simp [hamiltonian, Matrix.det_fin_two]
    linear_combination (-(v : ℂ) ^ 2 * (κ : ℂ) ^ 2) * Complex.I_sq
  rw [h, Complex.ofReal_eq_zero, sub_eq_zero]

/-- For `v > 0` and an energy in the gap, `-D ≤ E ≤ D`, the only `κ ≥ 0` that solves the
secular equation at wavenumber `iκ` is the decay rate `κ(E)`. -/
theorem secular_iff_decayRate {D v κ E : ℝ} (hv : 0 < v) (hE : E ∈ Icc (-D) D)
    (hκ : 0 ≤ κ) :
    (hamiltonian D v (κ * Complex.I) - (E : ℂ) • 1).det = 0 ↔ κ = decayRate D v E := by
  have h0 : 0 ≤ D ^ 2 - E ^ 2 := by
    nlinarith [mul_nonneg (sub_nonneg.2 hE.2) (by linarith [hE.1] : 0 ≤ D + E)]
  rw [secular_iff, decayRate, eq_div_iff hv.ne']
  constructor
  · intro h
    have h1 : D ^ 2 - E ^ 2 = (κ * v) ^ 2 := by linear_combination -h
    rw [h1, Real.sqrt_sq (by positivity)]
  · intro h
    have hs := Real.sq_sqrt h0
    rw [← h] at hs
    linear_combination hs

/-- For `v²κ² ≤ D²`, the only energy `E ≥ 0` that solves the secular equation at wavenumber
`iκ` is the upper branch `E(κ)`. -/
theorem secular_iff_upperBranch {D v κ E : ℝ} (hκ : v ^ 2 * κ ^ 2 ≤ D ^ 2) (hE : 0 ≤ E) :
    (hamiltonian D v (κ * Complex.I) - (E : ℂ) • 1).det = 0 ↔ E = upperBranch D v κ := by
  rw [secular_iff, upperBranch]
  constructor
  · intro h
    have h1 : D ^ 2 - v ^ 2 * κ ^ 2 = E ^ 2 := by linear_combination -h
    rw [h1, Real.sqrt_sq hE]
  · intro h
    have hs := Real.sq_sqrt (sub_nonneg.2 hκ)
    rw [← h] at hs
    linear_combination hs

/-- For `v > 0` and `0 ≤ E ≤ D`, the upper branch evaluated at the decay rate `κ(E)` returns
the energy `E`. -/
theorem upperBranch_decayRate {D v E : ℝ} (hv : 0 < v) (hE : E ∈ Icc 0 D) :
    upperBranch D v (decayRate D v E) = E := by
  have hE' : E ∈ Icc (-D) D := ⟨by linarith [hE.1, hE.2], hE.2⟩
  have hκ : 0 ≤ decayRate D v E := div_nonneg (Real.sqrt_nonneg _) hv.le
  -- both functions solve the same secular equation
  have hdet := (secular_iff_decayRate hv hE' hκ).2 rfl
  have hsec := (secular_iff _ _ _ _).1 hdet
  exact ((secular_iff_upperBranch (by nlinarith [sq_nonneg E]) hE.1).1 hdet).symm

/-- For `v²κ² < D²` the slope of the upper branch is `dE/dκ = -v²κ / E(κ)`. -/
theorem hasDerivAt_upperBranch {D v κ : ℝ} (hκ : v ^ 2 * κ ^ 2 < D ^ 2) :
    HasDerivAt (upperBranch D v) (-(v ^ 2 * κ) / upperBranch D v κ) κ := by
  have h : HasDerivAt (fun x : ℝ => D ^ 2 - v ^ 2 * x ^ 2) (-(v ^ 2 * (2 * κ))) κ :=
    (((hasDerivAt_pow 2 κ).const_mul (v ^ 2)).const_sub (D ^ 2)).congr_deriv (by norm_num)
  have h2 := h.sqrt (sub_pos.2 hκ).ne'
  refine h2.congr_deriv ?_
  rw [show -(v ^ 2 * (2 * κ)) = 2 * (-(v ^ 2 * κ)) by ring,
    mul_div_mul_left _ _ two_ne_zero, upperBranch]

/-- For `D, v > 0` the slope `dE/dκ` of the upper branch tends to minus infinity as `κ`
approaches `D/v` from below. -/
theorem tendsto_deriv_upperBranch {D v : ℝ} (hD : 0 < D) (hv : 0 < v) :
    Tendsto (deriv (upperBranch D v)) (𝓝[<] (D / v)) atBot := by
  have hmem : Ioo 0 (D / v) ∈ 𝓝[<] (D / v) := Ioo_mem_nhdsLT (div_pos hD hv)
  have hin : ∀ κ ∈ Ioo 0 (D / v), v ^ 2 * κ ^ 2 < D ^ 2 := by
    intro κ hκ
    have h1 : κ * v < D := (lt_div_iff₀ hv).1 hκ.2
    have h2 : 0 < κ * v := mul_pos hκ.1 hv
    nlinarith [mul_pos (sub_pos.2 h1) (add_pos hD h2)]
  -- the energy tends to zero through positive values
  have hzero : upperBranch D v (D / v) = 0 := by
    have e : v * (D / v) = D := by field_simp
    rw [upperBranch, ← mul_pow, e, sub_self, Real.sqrt_zero]
  have hc : Continuous (upperBranch D v) := by
    have h : Continuous (fun κ : ℝ => Real.sqrt (D ^ 2 - v ^ 2 * κ ^ 2)) := by fun_prop
    exact h
  have hlim : Tendsto (upperBranch D v) (𝓝[<] (D / v)) (𝓝 0) := by
    have h := (hc.tendsto (D / v)).mono_left (nhdsWithin_le_nhds (s := Iio (D / v)))
    rwa [hzero] at h
  have hpos : Tendsto (upperBranch D v) (𝓝[<] (D / v)) (𝓝[>] 0) := by
    refine tendsto_nhdsWithin_iff.2 ⟨hlim, ?_⟩
    filter_upwards [hmem] with κ hκ
    exact Real.sqrt_pos.2 (sub_pos.2 (hin κ hκ))
  -- the numerator of the slope tends to a negative number
  have hnum : Tendsto (fun κ : ℝ => -(v ^ 2 * κ)) (𝓝[<] (D / v))
      (𝓝 (-(v ^ 2 * (D / v)))) :=
    ((by fun_prop : Continuous fun κ : ℝ => -(v ^ 2 * κ)).tendsto _).mono_left
      nhdsWithin_le_nhds
  have hneg : -(v ^ 2 * (D / v)) < 0 := neg_lt_zero.2 (by positivity)
  refine (hnum.neg_mul_atTop hneg (tendsto_inv_nhdsGT_zero.comp hpos)).congr' ?_
  filter_upwards [hmem] with κ hκ
  exact ((hasDerivAt_upperBranch (hin κ hκ)).deriv.trans (div_eq_mul_inv _ _)).symm

/-- For `D, v > 0` the decay rate vanishes at both band edges, strictly increases on `[-D, 0]`
and strictly decreases on `[0, D]`, and the slope `dE/dκ` of the upper branch tends to minus
infinity as `κ` approaches `D/v` from below. -/
theorem complex_band_loop {D v : ℝ} (hD : 0 < D) (hv : 0 < v) :
    decayRate D v (-D) = 0 ∧ decayRate D v D = 0 ∧
      StrictMonoOn (decayRate D v) (Icc (-D) 0) ∧
      StrictAntiOn (decayRate D v) (Icc 0 D) ∧
      Tendsto (deriv (upperBranch D v)) (𝓝[<] (D / v)) atBot := by
  refine ⟨by simp [decayRate], by simp [decayRate], ?_, ?_, tendsto_deriv_upperBranch hD hv⟩
  · intro a ha b hb hab
    have h0 : 0 ≤ D ^ 2 - a ^ 2 := by
      nlinarith [mul_nonneg (by linarith [ha.2] : 0 ≤ D - a)
        (by linarith [ha.1] : 0 ≤ D + a)]
    have h1 : D ^ 2 - a ^ 2 < D ^ 2 - b ^ 2 := by
      nlinarith [mul_pos (sub_pos.2 hab) (by linarith [hb.2] : 0 < -(a + b))]
    exact div_lt_div_of_pos_right (Real.sqrt_lt_sqrt h0 h1) hv
  · intro a ha b hb hab
    have h0 : 0 ≤ D ^ 2 - b ^ 2 := by
      nlinarith [mul_nonneg (sub_nonneg.2 hb.2) (by linarith [hb.1] : 0 ≤ D + b)]
    have h1 : D ^ 2 - b ^ 2 < D ^ 2 - a ^ 2 := by
      nlinarith [mul_pos (sub_pos.2 hab) (by linarith [ha.1] : 0 < a + b)]
    exact div_lt_div_of_pos_right (Real.sqrt_lt_sqrt h0 h1) hv

/-- For `D, v > 0` the decay rate at midgap is `D/v`, and at every other energy of the gap
`-D ≤ E ≤ D` it is strictly smaller. -/
theorem decayRate_midgap {D v : ℝ} (hD : 0 < D) (hv : 0 < v) :
    decayRate D v 0 = D / v ∧
      ∀ E ∈ Icc (-D) D, E ≠ 0 → decayRate D v E < D / v := by
  have h0 : decayRate D v 0 = D / v := by
    simp [decayRate, Real.sqrt_sq hD.le]
  obtain ⟨-, -, hmono, hanti, -⟩ := complex_band_loop hD hv
  refine ⟨h0, fun E hE hne => ?_⟩
  rw [← h0]
  rcases lt_or_gt_of_ne hne with h | h
  · exact hmono ⟨hE.1, h.le⟩ ⟨by linarith, le_refl 0⟩ h
  · exact hanti ⟨le_refl 0, hD.le⟩ ⟨h.le, hE.2⟩ h

end

end TwoBandGap
```

```lean
#print axioms TwoBandGap.upperBranch_decayRate
#print axioms TwoBandGap.decayRate_midgap
```

```
'TwoBandGap.upperBranch_decayRate' depends on axioms: [propext, Classical.choice, Quot.sound]
'TwoBandGap.decayRate_midgap' depends on axioms: [propext, Classical.choice, Quot.sound]
```

## From the secular equation to the diverging slope

`secular_iff` expands the determinant and uses `Complex.I_sq`, which is $i^2=-1$, to reach the real equation of the ellipse. The two uniqueness lemmas then solve it. In one direction they recognise the radicand as a square and take its non-negative root; in the other they square the root again, which is allowed because the radicand is non-negative. `upperBranch_decayRate` needs no new algebra with roots: the pair $(E,\kappa(E))$ solves the secular equation, so by uniqueness $E$ must be the value of the upper branch.

For the monotonicity in `complex_band_loop`, `nlinarith` receives the product of $b-a$ with $-(a+b)$ or $a+b$, just as in the factorisation above. `Real.sqrt_lt_sqrt` passes the inequality through the root, and `div_lt_div_of_pos_right` through the division by $v$. `decayRate_midgap` applies the rise for $E<0$ and the fall for $E>0$, comparing each energy with midgap.

`hasDerivAt_upperBranch` is the chain rule, with the factor 2 cancelled at the end. `tendsto_deriv_upperBranch` takes the limit in three stages: `hlim` shows that the energy tends to zero, `hpos` that it does so from above, and `hnum` that the numerator tends to a negative number. The final `filter_upwards` identifies the quotient with the derivative on the interval $0<\kappa<D/v$, which is enough for a limit from below.

### How the sign enters the limit

The step from `hlim` to `hpos` deserves a closer look. Knowing only that $E(\kappa)\to 0$ says nothing about the sign of $1/E(\kappa)$. Mathlib records the missing information in the target filter: `𝓝 0` means "close to zero", while `𝓝[>] 0` means "close to zero and positive". The lemma `tendsto_nhdsWithin_iff` splits the stronger claim into convergence and eventual positivity, and the latter follows because the radicand is positive for $0<\kappa<D/v$. From there, `tendsto_inv_nhdsGT_zero` sends the inverse to plus infinity, and `neg_mul_atTop` multiplies it by a quantity with a negative limit, which gives minus infinity.

### Why the approach must be from below

If you state the limit yourself, you might write `𝓝[≠] (D / v)`, an approach from both sides, since the formula for the slope shows no preference. That statement would be false. Lean's `Real.sqrt` returns zero for negative arguments, so `upperBranch` is constantly zero for $\kappa>D/v$ and has slope zero there. The physics agrees that this side should be left out: for $\kappa>D/v$ the ellipse equation has no real energy at all.
